# An orthogonally equivariant map of one vector rescales it by a function of its length

Let \(E\) be a real inner product space with norm \(\|\cdot\|\); the case for simulation is \(E=\mathbb R^d\). An orthogonal transformation \(Q\) is an invertible linear map of \(E\) to itself that preserves length, so reflections count as well as rotations. A map \(f:E\to E\) is equivariant if

\[
f(Qx)=Q\,f(x)\qquad\text{for all orthogonal } Q \text{ and all } x\in E .
\]

A componentwise activation layer takes a function \(\sigma:\mathbb R\to\mathbb R\) and applies it to each Cartesian component: \(f(x)_i=\sigma(x_i)\).

## Radial form, and which activations have it

A map \(f:E\to E\) is equivariant exactly when there is a function \(g:\mathbb R\to\mathbb R\) with

\[
f(x)=g(\|x\|)\,x\qquad\text{for all }x .
\]

For \(d\ge 2\), a componentwise activation layer is therefore equivariant exactly when \(\sigma(t)=ct\) for some constant \(c\). A nonzero bias is excluded, and so is ReLU, \(\sigma(t)=\max(t,0)\). For \(d=1\) the condition is only that \(\sigma\) is odd.

## Vector features and pair forces in a code

In a machine-learned potential, a nonlinearity that acts on a single vector feature, with no other input, can keep equivariance only by scaling that vector with a function of its norm. Applying ReLU to the \(x\), \(y\) and \(z\) components separately makes the output depend on the orientation of the coordinate axes. Likewise, a pair force that depends on the displacement vector alone and is equivariant must be central.

## Two reflections give the radial form

**Direction.** Fix \(x\), and let \(P\) be the orthogonal projection onto the span of \(x\). The reflection \(R=2P-1\) is orthogonal and satisfies \(Rx=x\). Equivariance gives

\[
f(x)=f(Rx)=R\,f(x).
\]

Hence \(Pf(x)=f(x)\), so \(f(x)\) lies in the span of \(x\) and \(f(x)=cx\) for some \(c\). If \(x=0\), then \(R=-1\) and the same argument gives \(f(0)=0\).

**One factor per length.** Let \(\|x\|=\|y\|\) with \(x\ne y\), and put \(u=x-y\). The reflection

\[
Sv=v-2\,\frac{\langle u,v\rangle}{\langle u,u\rangle}\,u
\]

is orthogonal. Since the lengths are equal,

\[
\langle u,u\rangle=2\|x\|^2-2\langle x,y\rangle=2\langle u,x\rangle ,
\]

and so \(Sx=x-u=y\). If \(f(x)=cx\), then

\[
f(y)=f(Sx)=S(cx)=cy .
\]

For \(x=y\) there is nothing to show. All vectors of length \(r\) thus share one factor, which we call \(g(r)\). If no vector has length \(r\), set \(g(r)=0\).

**Converse.** If \(f(x)=g(\|x\|)x\), then

\[
f(Qx)=g(\|Qx\|)\,Qx=g(\|x\|)\,Qx=Q f(x).
\]

**Activations for \(d\ge2\).** Choose two different components \(i\) and \(j\). Take the vector with \(x_i=t\) and every other component equal to 1. The direction argument gives a number \(c\) with \(f(x)=cx\). Component \(i\) reads \(\sigma(t)=ct\), and component \(j\) reads \(\sigma(1)=c\). Therefore \(\sigma(t)=\sigma(1)\,t\) for every \(t\). Conversely, \(\sigma(t)=ct\) gives \(f(x)=cx\), which is radial with constant \(g\).

For ReLU, \(t=1\) would require \(c=1\), while \(t=-1\) would require \(0=-c\), a contradiction.

**Activations for \(d=1\).** Inversion \(x\mapsto-x\) is orthogonal, so equivariance forces \(\sigma(-t)=-\sigma(t)\). Conversely, let \(\sigma\) be odd and set \(g(r)=\sigma(r)/r\) for \(r>0\). For \(x>0\), \(g(|x|)x=\sigma(x)\). For \(x<0\),

\[
g(|x|)\,x=\frac{\sigma(-x)}{-x}\,x=-\sigma(-x)=\sigma(x).
\]

At \(x=0\), oddness gives \(\sigma(0)=0\), so any value of \(g(0)\) will do.

## Lean file for the radial form and the activation criteria

```lean
import Mathlib

open Submodule

namespace EquivariantVectorMaps

noncomputable section

variable {E : Type*} [NormedAddCommGroup E] [InnerProductSpace ℝ E]
variable {ι : Type*} [Fintype ι]

/-- A vector-valued map is orthogonally equivariant if transforming the input by any
orthogonal transformation `Q` transforms the output by the same `Q`. -/
def IsEquivariant (f : E → E) : Prop :=
  ∀ (Q : E ≃ₗᵢ[ℝ] E) (x : E), f (Q x) = Q (f x)

/-- The activation layer that applies the scalar function `σ` to each Cartesian component. -/
def componentwise (σ : ℝ → ℝ) (x : EuclideanSpace ℝ ι) : EuclideanSpace ℝ ι :=
  WithLp.toLp 2 (fun i => σ (x i))

/-- The output of an equivariant map is a multiple of its input vector. -/
theorem output_parallel {f : E → E} (hf : IsEquivariant f) (x : E) :
    ∃ c : ℝ, f x = c • x := by
  -- the reflection that fixes the line through `x` must also fix `f x`
  have hx : (span ℝ {x}).reflection x = x :=
    (reflection_eq_self_iff x).2 (mem_span_singleton_self x)
  have h := hf (span ℝ {x}).reflection x
  rw [hx] at h
  obtain ⟨c, hc⟩ := mem_span_singleton.1 ((reflection_eq_self_iff (f x)).1 h.symm)
  exact ⟨c, hc.symm⟩

/-- Any two vectors of equal length are related by an orthogonal transformation. -/
theorem exists_orthogonal_map {x y : E} (h : ‖x‖ = ‖y‖) :
    ∃ Q : E ≃ₗᵢ[ℝ] E, Q x = y :=
  ⟨(span ℝ {x - y})ᗮ.reflection, reflection_sub h⟩

/-- If an equivariant map multiplies `x` by `c`, it multiplies every vector of the same
length by `c`. -/
theorem same_factor_on_sphere {f : E → E} (hf : IsEquivariant f) {x y : E} {c : ℝ}
    (hx : f x = c • x) (h : ‖x‖ = ‖y‖) : f y = c • y := by
  obtain ⟨Q, rfl⟩ := exists_orthogonal_map h
  rw [hf, hx, map_smul]

/-- A map from vectors to vectors is orthogonally equivariant exactly when it multiplies each
vector by a scalar that depends only on the length of the vector. -/
theorem equivariant_iff_radial (f : E → E) :
    IsEquivariant f ↔ ∃ g : ℝ → ℝ, ∀ x, f x = g ‖x‖ • x := by
  constructor
  · intro hf
    -- one scalar serves the whole sphere of radius `r`
    have key : ∀ r : ℝ, ∃ c : ℝ, ∀ x : E, ‖x‖ = r → f x = c • x := by
      intro r
      by_cases h : ∃ x₀ : E, ‖x₀‖ = r
      · obtain ⟨x₀, h₀⟩ := h
        obtain ⟨c, hc⟩ := output_parallel hf x₀
        exact ⟨c, fun x hx => same_factor_on_sphere hf hc (h₀.trans hx.symm)⟩
      · exact ⟨0, fun x hx => absurd ⟨x, hx⟩ h⟩
    choose g hg using key
    exact ⟨g, fun x => hg ‖x‖ x rfl⟩
  · rintro ⟨g, hg⟩ Q x
    rw [hg (Q x), hg x, Q.norm_map, map_smul]

/-- In two or more dimensions a componentwise activation is orthogonally equivariant exactly
when the activation function is linear. -/
theorem componentwise_equivariant_iff_linear [Nontrivial ι] (σ : ℝ → ℝ) :
    IsEquivariant (componentwise (ι := ι) σ) ↔ ∃ c : ℝ, ∀ t, σ t = c * t := by
  classical
  constructor
  · intro hf
    obtain ⟨i, j, hij⟩ := exists_pair_ne ι
    refine ⟨σ 1, fun t => ?_⟩
    -- probe the layer with a vector whose components are `t` and `1`
    obtain ⟨c, hc⟩ := output_parallel hf
      (WithLp.toLp 2 (fun k => if k = i then t else 1))
    have hi : σ t = c * t := by
      simpa [componentwise] using congrArg (fun v : EuclideanSpace ℝ ι => v i) hc
    have hj : σ 1 = c := by
      simpa [componentwise, hij.symm] using
        congrArg (fun v : EuclideanSpace ℝ ι => v j) hc
    rw [hi, hj]
  · rintro ⟨c, hc⟩
    refine (equivariant_iff_radial _).2 ⟨fun _ => c, fun x => ?_⟩
    ext i
    simp [componentwise, hc]

/-- In two or more dimensions the componentwise rectifier (ReLU) is not orthogonally
equivariant. -/
theorem relu_not_equivariant [Nontrivial ι] :
    ¬ IsEquivariant (componentwise (ι := ι) (fun t => max t 0)) := by
  intro h
  obtain ⟨c, hc⟩ := (componentwise_equivariant_iff_linear _).1 h
  have h1 : max (1 : ℝ) 0 = c * 1 := hc 1
  have h2 : max (-1 : ℝ) 0 = c * (-1) := hc (-1)
  rw [max_eq_left (by norm_num : (0 : ℝ) ≤ 1)] at h1
  rw [max_eq_right (by norm_num : (-1 : ℝ) ≤ 0)] at h2
  linarith

/-- In one dimension an activation is orthogonally equivariant exactly when the activation
function is odd. -/
theorem one_dim_equivariant_iff_odd (σ : ℝ → ℝ) :
    IsEquivariant (componentwise (ι := Fin 1) σ) ↔ ∀ t, σ (-t) = -σ t := by
  constructor
  · intro hf t
    -- inversion is an orthogonal transformation
    have h := hf (LinearIsometryEquiv.neg ℝ) (WithLp.toLp 2 (fun _ => t))
    simpa [componentwise] using congrArg (fun v : EuclideanSpace ℝ (Fin 1) => v 0) h
  · intro hσ
    refine (equivariant_iff_radial _).2 ⟨fun r => σ r / r, fun x => ?_⟩
    have hn : ‖x‖ = |x 0| := by
      simp [EuclideanSpace.norm_eq, Real.sqrt_sq_eq_abs]
    ext i
    obtain rfl : i = 0 := Subsingleton.elim _ _
    change σ (x 0) = σ ‖x‖ / ‖x‖ * x 0
    rw [hn]
    rcases lt_trichotomy (x 0) 0 with h | h | h
    · rw [abs_of_neg h, hσ, neg_div_neg_eq, div_mul_cancel₀ _ h.ne]
    · have h0 : σ 0 = 0 := by
        have h' := hσ 0
        rw [neg_zero] at h'
        linarith
      rw [h, h0, mul_zero]
    · rw [abs_of_pos h, div_mul_cancel₀ _ h.ne']

end

end EquivariantVectorMaps
```

```lean
#print axioms EquivariantVectorMaps.relu_not_equivariant
#print axioms EquivariantVectorMaps.one_dim_equivariant_iff_odd
```

```
'EquivariantVectorMaps.relu_not_equivariant' depends on axioms: [propext, Classical.choice, Quot.sound]
'EquivariantVectorMaps.one_dim_equivariant_iff_odd' depends on axioms: [propext, Classical.choice, Quot.sound]
```

## What the theorems cover, and where they stop

The type `E ≃ₗᵢ[ℝ] E` contains the orthogonal transformations, and `IsEquivariant f` is the defining equation for all of them. In `equivariant_iff_radial`, `E` is any real inner product space, of finite or infinite dimension. For activations the space is `EuclideanSpace ℝ ι`, where the finite type `ι` labels the components. The hypothesis `[Nontrivial ι]` says that there are at least two of them, and `Fin 1` gives the one-dimensional case.

The proof follows the derivation above:

- `output_parallel` is the direction argument. It rewrites the equivariance equation with \(Rx=x\), then uses the fact that a reflection fixes exactly the vectors of its subspace.
- `exists_orthogonal_map` supplies \(S\), and `same_factor_on_sphere` carries the factor from \(x\) to \(y\).
- `equivariant_iff_radial` first finds a factor for each radius, treating radii that no vector has separately. The `choose` step then collects these factors into the function \(g\).
- `componentwise_equivariant_iff_linear` uses the probe vector with entries \(t\) and 1. The equations `hi` and `hj` are its components \(i\) and \(j\).
- `relu_not_equivariant` evaluates the linear form at \(1\) and \(-1\).
- `one_dim_equivariant_iff_odd` applies inversion in one direction, and in the other splits into negative, zero and positive \(x\).

No continuity of \(f\) is assumed, and none is obtained for \(g\), so the smoothness that a force model needs must be established separately.

The input is one vector and the output is one polar vector, such as a force. A layer that receives several vectors may return combinations of them, and an axial output such as a torque obeys a different transformation law under reflections.

Equivariance is required under reflections too. Under proper rotations alone the radial form can fail: in the plane, turning every vector by \(90^\circ\) commutes with all rotations but is not radial. In three dimensions proper rotations are enough, although the Lean file does not prove this: for \(x\ne0\), the rotations about the axis \(x\) leave \(x\) fixed and so force \(f(x)\) to be parallel to \(x\), and rotations connect all vectors of equal length.

The theorems concern exact real arithmetic, so they set no tolerance for a floating-point equivariance test.
